# Two- and three-site ring amplitudes fix a one-site injective MPS tensor of given bond dimension up to gauge

Two calculations on the same translation-invariant spin chain can return matrix families \(A^s\) and \(B^s\) that differ in every entry. Comparing entries does not show whether the states differ, because a change of basis on the bonds alters the matrices and leaves the state alone. Comparing amplitudes ring by ring gives an endless list of checks. Stopping at two sites can give the wrong answer: there are families that agree on every two-site ring and describe different states on three sites.

For matrices of equal size, agreement on the two-site and three-site rings together is enough if one family spans the whole matrix algebra.

## From equal traces to a change of bond basis

Let \(s\) label the states of one site, and let \(A^s\) and \(B^s\) be complex \(D\times D\) matrices. The unnormalised amplitude of the configuration \(s_1\dots s_N\) on a ring is \(\mathrm{Tr}(A^{s_1}\cdots A^{s_N})\).

**Claim.** Suppose that the \(A^s\) span all \(D\times D\) matrices and that, for all labels,
\[
\mathrm{Tr}(A^sA^t)=\mathrm{Tr}(B^sB^t),\qquad \mathrm{Tr}(A^sA^tA^u)=\mathrm{Tr}(B^sB^tB^u).
\]
Then \(B^s=G^{-1}A^sG\) for one invertible \(G\) and all \(s\).

Write \(A(c)=\sum_s c_sA^s\) for finitely many nonzero coefficients \(c_s\), and \(B(c)\) likewise. Expanding the products gives
\[
\mathrm{Tr}(A(c)A(d))=\sum_{s,t}c_sd_t\,\mathrm{Tr}(A^sA^t)=\mathrm{Tr}(B(c)B(d)),
\]
and the same expansion works for three factors.

Since the \(A^s\) span, every matrix \(X\) equals \(A(g(X))\) for some coefficients \(g(X)\). Choosing them on a basis and extending makes \(g\) linear. Define \(\varphi(X)=B(g(X))\). Then
\[
\mathrm{Tr}(\varphi(X)\varphi(Z))=\mathrm{Tr}(XZ).
\]
Let \(E_{ij}\) be the matrix with a single 1 in row \(i\), column \(j\). Because \(\mathrm{Tr}(ME_{ji})=M_{ij}\), a matrix is determined by its traces against all others. So \(\varphi(X)=\varphi(Y)\) forces \(X=Y\), and the injective map \(\varphi\) on a finite-dimensional space is also surjective.

The two-site identity just found, followed by the three-site data, gives
\[
\mathrm{Tr}(\varphi(XY)\varphi(Z))=\mathrm{Tr}(XYZ)=\mathrm{Tr}(\varphi(X)\varphi(Y)\varphi(Z)).
\]
As \(\varphi(Z)\) runs over all matrices, \(\varphi(XY)=\varphi(X)\varphi(Y)\). Similarly \(\mathrm{Tr}(\varphi(A^s)\varphi(Z))=\mathrm{Tr}(A^sZ)=\mathrm{Tr}(B^s\varphi(Z))\), so \(\varphi(A^s)=B^s\).

It remains to show that \(\varphi\) is a conjugation. For \(D=0\) there is nothing to show. Otherwise fix an index \(k\). Since \(\varphi(E_{kk})\neq0\), it has a nonzero entry, say in row \(a\), column \(b\). Set \(P_{ij}=\varphi(E_{jk})_{ib}\). Then
\[
(\varphi(X)P)_{ij}=\varphi(XE_{jk})_{ib}=\sum_l X_{lj}\,\varphi(E_{lk})_{ib}=(PX)_{ij}.
\]
If \(P\) were singular, there would be a vector \(c\) with \(Pc=0\) and some \(c_j\neq0\). Then \(PE_{kj}c=\varphi(E_{kj})Pc=0\), but its component \(a\) is \(P_{ak}c_j=\varphi(E_{kk})_{ab}\,c_j\neq0\). Hence \(P\) is invertible, \(\varphi(X)=PXP^{-1}\), and \(G=P^{-1}\).

## Bond dimension one, and a rescaled pair of matrix units

For \(D=1\) the matrices are numbers \(\alpha_s,\beta_s\), conjugation does nothing, and the claim reads \(\beta_s=\alpha_s\). Spanning means that some \(\alpha_r\neq0\). Two sites give \(\beta_r^2=\alpha_r^2\), which leaves a sign; three sites give \(\beta_r^3=\alpha_r^3\), which removes it. Then \(\alpha_r\alpha_s=\beta_r\beta_s\) settles the other labels.

For \(D=2\), take \(A^{(p,q)}=E_{pq}\) with \(p,q\in\{0,1\}\), and
\[
B^{(0,0)}=E_{00},\quad B^{(0,1)}=2E_{01},\quad B^{(1,0)}=\tfrac12E_{10},\quad B^{(1,1)}=E_{11}.
\]
In every closed product the factors 2 and \(\tfrac12\) cancel, so the amplitudes agree. With \(k=a=b=0\) the recipe gives \(P=\mathrm{diag}(1,\tfrac12)\), hence \(G=\mathrm{diag}(1,2)\), and indeed \(G^{-1}E_{01}G=2E_{01}\). On two sites there are four nonzero amplitudes, each equal to 1, so each is \(\tfrac12\) in the normalised state.

## Amplitudes, spanning and gauge in Lean

The type `ι` holds the site labels and may be infinite. The finite type `n` indexes the bond, so \(D\) is its number of elements; both families use the same `n`.

```lean
import Mathlib

open Matrix

namespace InjectiveMPS

noncomputable section

variable {ι n : Type*} [Fintype n] [DecidableEq n]
```

A configuration is a list of labels, and its amplitude is the trace of the ordered product, without normalisation.

```lean
/-- The amplitude of the configuration `w` in the translation-invariant matrix product state
on a ring: the trace of the product of the site matrices along `w`. -/
def amplitude (A : ι → Matrix n n ℂ) (w : List ι) : ℂ :=
  (w.map A).prod.trace
```

`IsInjective` does not mean that different labels have different matrices. It says that the matrices of a single site span the algebra, which requires at least \(D^2\) labels; a single spin-1/2 site, with two labels, therefore allows no bond dimension above 1. In the literature an injective MPS may reach this only after several sites are grouped. A label here can stand for such a group. The rings then consist of two and three groups, and the theorem relates the matrices of the groups, not those of single sites: \(A^s\) and \(-A^s\), for example, give the same matrices for groups of two sites.

```lean
/-- One-site injectivity: the site matrices span the whole matrix algebra. -/
def IsInjective (A : ι → Matrix n n ℂ) : Prop :=
  Submodule.span ℂ (Set.range A) = ⊤
```

The type `(Matrix n n ℂ)ˣ` contains the invertible matrices together with their inverses.

```lean
/-- The gauge transformation of the site matrices, `A^s ↦ G⁻¹ A^s G`, for invertible `G`. -/
def gaugeTransform (G : (Matrix n n ℂ)ˣ) (A : ι → Matrix n n ℂ) : ι → Matrix n n ℂ :=
  fun s => (G⁻¹).val * A s * G.val
```

Gauge invariance holds for every list. Induction on the list cancels each inner \(GG^{-1}\), and cyclicity of the trace cancels the outer pair. With the main theorem, this extends agreement on two and three sites to rings of every length.

```lean
/-- A gauge transformation leaves every amplitude on every ring unchanged. -/
theorem amplitude_gaugeTransform (G : (Matrix n n ℂ)ˣ) (A : ι → Matrix n n ℂ) (w : List ι) :
    amplitude (gaugeTransform G A) w = amplitude A w := by
  -- neighbouring factors `G G⁻¹` cancel along the chain
  have h : (w.map (gaugeTransform G A)).prod = (G⁻¹).val * (w.map A).prod * G.val := by
    induction w with
    | nil => simp only [List.map_nil, List.prod_nil, mul_one, Units.inv_mul]
    | cons s w ih =>
      simp only [List.map_cons, List.prod_cons, ih, gaugeTransform, mul_assoc,
        Units.mul_inv_cancel_left]
  -- the last pair cancels by cyclicity of the trace
  rw [amplitude, h, Matrix.trace_mul_comm, ← mul_assoc, Units.mul_inv, one_mul, amplitude]
```

## Trace identities for superpositions

The first lemma is the nondegeneracy of the trace pairing. `Matrix.single j i 1` is \(E_{ji}\), and `key` is the formula \(\mathrm{Tr}(ME_{ji})=M_{ij}\).

```lean
/-- A matrix is determined by its traces against all matrices. -/
theorem eq_of_trace_mul {X Y : Matrix n n ℂ}
    (h : ∀ Z, (X * Z).trace = (Y * Z).trace) : X = Y := by
  have key : ∀ (M : Matrix n n ℂ) (i j : n), Matrix.trace (M * Matrix.single j i 1) = M i j := by
    intro M i j
    simp [Matrix.trace, Matrix.mul_apply, Matrix.single_apply, ite_and]
  ext i j
  rw [← key X, ← key Y, h]
```

`Finsupp.linearCombination ℂ A c` is \(A(c)\). `Finsupp.induction_linear` reduces an identity linear in `c` to zero, sums and single labels, which replaces the expansion of the double sum.

```lean
/-- Equal two-site traces remain equal when site labels are replaced by superpositions. -/
theorem trace_pair {A B : ι → Matrix n n ℂ}
    (h : ∀ s t, (A s * A t).trace = (B s * B t).trace) (c d : ι →₀ ℂ) :
    (Finsupp.linearCombination ℂ A c * Finsupp.linearCombination ℂ A d).trace =
    (Finsupp.linearCombination ℂ B c * Finsupp.linearCombination ℂ B d).trace := by
  refine Finsupp.induction_linear c ?_ ?_ ?_
  · simp only [map_zero, zero_mul]
  · intro f g hf hg
    simp only [map_add, add_mul, Matrix.trace_add, hf, hg]
  · intro s a
    refine Finsupp.induction_linear d ?_ ?_ ?_
    · simp only [map_zero, mul_zero]
    · intro f g hf hg
      simp only [map_add, mul_add, Matrix.trace_add, hf, hg]
    · intro t b
      simp only [Finsupp.linearCombination_single, smul_mul_assoc, mul_smul_comm,
        Matrix.trace_smul, h]
```

The three-site version applies the same induction to each coefficient vector in turn.

```lean
/-- Equal three-site traces remain equal when site labels are replaced by superpositions. -/
theorem trace_triple {A B : ι → Matrix n n ℂ}
    (h : ∀ s t u, (A s * (A t * A u)).trace = (B s * (B t * B u)).trace) (c d e : ι →₀ ℂ) :
    (Finsupp.linearCombination ℂ A c *
      (Finsupp.linearCombination ℂ A d * Finsupp.linearCombination ℂ A e)).trace =
    (Finsupp.linearCombination ℂ B c *
      (Finsupp.linearCombination ℂ B d * Finsupp.linearCombination ℂ B e)).trace := by
  refine Finsupp.induction_linear c ?_ ?_ ?_
  · simp only [map_zero, zero_mul]
  · intro f g hf hg
    simp only [map_add, add_mul, Matrix.trace_add, hf, hg]
  · intro s a
    refine Finsupp.induction_linear d ?_ ?_ ?_
    · simp only [map_zero, zero_mul, mul_zero]
    · intro f g hf hg
      simp only [map_add, add_mul, mul_add, Matrix.trace_add, hf, hg]
    · intro t b
      -- the third site is handled by linearity in `e`
      refine Finsupp.induction_linear e ?_ ?_ ?_
      · simp only [map_zero, mul_zero]
      · intro f g hf hg
        simp only [map_add, mul_add, Matrix.trace_add, hf, hg]
      · intro u r
        simp only [Finsupp.linearCombination_single, smul_mul_assoc, mul_smul_comm,
          Matrix.trace_smul, h]
```

## Injective linear maps that respect products are conjugations

The next theorem contains the construction of \(P\). After the case of an empty index type, the proof finds the nonzero entry `hab`; `hint` is the relation \(\varphi(X)P=PX\), and `hdet` is the null-vector argument. `U` is \(P\) regarded as an invertible matrix, and the gauge matrix returned is `U⁻¹`.

```lean
/-- Every injective linear map of the matrix algebra into itself that respects products is
conjugation by an invertible matrix. -/
theorem exists_conjugation (φ : Matrix n n ℂ →ₗ[ℂ] Matrix n n ℂ)
    (hinj : Function.Injective φ) (hmul : ∀ X Y, φ (X * Y) = φ X * φ Y) :
    ∃ G : (Matrix n n ℂ)ˣ, ∀ X, φ X = (G⁻¹).val * X * G.val := by
  rcases isEmpty_or_nonempty n with hn | ⟨⟨k⟩⟩
  · exact ⟨1, fun X => Subsingleton.elim _ _⟩
  -- a nonzero entry of the image of the projector `E_kk`
  obtain ⟨a, b, hab⟩ : ∃ a b, φ (Matrix.single k k 1) a b ≠ 0 := by
    by_contra hcon
    push Not at hcon
    have h0 : φ (Matrix.single k k 1) = φ 0 := by
      rw [map_zero]
      ext i j
      exact hcon i j
    have h1 := congrArg (fun M : Matrix n n ℂ => M k k) (hinj h0)
    simp at h1
  -- the intertwiner `P`, whose columns are taken from the images of `E_jk`
  obtain ⟨P, hP⟩ : ∃ P : Matrix n n ℂ, ∀ i j, P i j = φ (Matrix.single j k 1) i b :=
    ⟨fun i j => φ (Matrix.single j k 1) i b, fun _ _ => rfl⟩
  have hint : ∀ X, φ X * P = P * X := by
    intro X
    ext i j
    have hX : X * Matrix.single j k 1 = ∑ l, X l j • Matrix.single l k (1 : ℂ) := by
      ext p q
      simp [Matrix.mul_apply, Matrix.single_apply, Matrix.sum_apply, ite_and]
    have h1 : (φ X * P) i j = φ (X * Matrix.single j k 1) i b := by
      rw [hmul, Matrix.mul_apply, Matrix.mul_apply]
      simp only [hP]
    rw [h1, hX, map_sum, Matrix.sum_apply, Matrix.mul_apply]
    refine Finset.sum_congr rfl fun l _ => ?_
    rw [map_smul, Matrix.smul_apply, smul_eq_mul, hP, mul_comm]
  -- a null vector of `P` would force the chosen entry to vanish
  have hdet : P.det ≠ 0 := by
    intro h0
    obtain ⟨c, hc, hPc⟩ := Matrix.exists_mulVec_eq_zero_iff.2 h0
    obtain ⟨j, hj⟩ := Function.ne_iff.1 hc
    have h1 : (P * Matrix.single k j 1) *ᵥ c = 0 := by
      rw [← hint, ← Matrix.mulVec_mulVec, hPc, Matrix.mulVec_zero]
    have h2 : ((P * Matrix.single k j 1) *ᵥ c) a = P a k * c j := by
      rw [← Matrix.mulVec_mulVec]
      simp [Matrix.mulVec, dotProduct, Matrix.single_apply, ite_and]
    rw [h1, hP] at h2
    exact mul_ne_zero hab hj h2.symm
  obtain ⟨U, rfl⟩ := (Matrix.isUnit_iff_isUnit_det P).2 (isUnit_iff_ne_zero.2 hdet)
  refine ⟨U⁻¹, fun X => ?_⟩
  rw [inv_inv, ← hint X, mul_assoc, Units.mul_inv, mul_one]
```

## The theorem for one-site injective tensors

The hypotheses are spanning for `A` and equal amplitudes on all two- and three-label lists. Spanning for `B` is not assumed; it follows from the conclusion. Other results called the fundamental theorem of MPS compare states on all ring lengths, or treat tensors that need grouping first.

A physical state fixes its amplitudes only up to a nonzero factor for each ring length. The step from equal physical states to equal amplitudes, with these factors matched, is therefore left to the user. In tensor-network simulation the theorem bears on whether two tensors represent the same translation-invariant state, provided that they have equal bond dimension, one of them is one-site injective and the amplitudes agree exactly.

In the proof, `g` is the linear choice of coefficients, obtained as a right inverse of \(c\mapsto A(c)\). The fact `hφ` says that \(\varphi\) preserves the trace of a product of two matrices; `hinj` and `hsurj` give bijectivity. `hnd` is nondegeneracy tested against images of \(\varphi\); it yields `hmul` from `hφ` and the three-site data, and `hgen`, the equation \(\varphi(A^s)=B^s\), from two-site data.

```lean
/-- Fundamental theorem for one-site injective matrix product states: if `A` is injective and
`B`, of the same bond dimension, has the same amplitudes on rings of two and three sites, then
`B` is a gauge transform of `A`. -/
theorem fundamental_theorem {A B : ι → Matrix n n ℂ} (hA : IsInjective A)
    (h2 : ∀ s t, amplitude A [s, t] = amplitude B [s, t])
    (h3 : ∀ s t u, amplitude A [s, t, u] = amplitude B [s, t, u]) :
    ∃ G : (Matrix n n ℂ)ˣ, B = gaugeTransform G A := by
  simp only [amplitude, List.map_cons, List.map_nil, List.prod_cons, List.prod_nil,
    mul_one] at h2 h3
  -- write each matrix linearly as a superposition of the `A^s`, then replace `A` by `B`
  obtain ⟨g, hg'⟩ := LinearMap.exists_rightInverse_of_surjective
    (Finsupp.linearCombination ℂ A) ((Finsupp.range_linearCombination ℂ).trans hA)
  have hg : ∀ X, Finsupp.linearCombination ℂ A (g X) = X := fun X => LinearMap.congr_fun hg' X
  let φ : Matrix n n ℂ →ₗ[ℂ] Matrix n n ℂ := (Finsupp.linearCombination ℂ B).comp g
  have hφ : ∀ X Z, (φ X * φ Z).trace = (X * Z).trace := by
    intro X Z
    have h := trace_pair h2 (g X) (g Z)
    simp only [hg] at h
    exact h.symm
  have hinj : Function.Injective φ := fun X Y h =>
    eq_of_trace_mul fun Z => by rw [← hφ X Z, ← hφ Y Z, h]
  have hsurj : Function.Surjective φ := LinearMap.injective_iff_surjective.1 hinj
  have hnd : ∀ X Y, (∀ Z, (X * φ Z).trace = (Y * φ Z).trace) → X = Y :=
    fun X Y h => eq_of_trace_mul fun W => by
      obtain ⟨Z, rfl⟩ := hsurj W
      exact h Z
  -- together with `hφ`, the three-site amplitudes make the replacement multiplicative
  have hmul : ∀ X Y, φ (X * Y) = φ X * φ Y := fun X Y => hnd _ _ fun Z => by
    rw [hφ, mul_assoc (φ X), mul_assoc X]
    have h := trace_triple h3 (g X) (g Y) (g Z)
    simp only [hg] at h
    exact h
  have hgen : ∀ s, φ (A s) = B s := fun s => hnd _ _ fun Z => by
    rw [hφ]
    have h := trace_pair h2 (Finsupp.single s 1) (g Z)
    simp only [hg, Finsupp.linearCombination_single, one_smul] at h
    exact h
  obtain ⟨G, hG⟩ := exists_conjugation φ hinj hmul
  exact ⟨G, funext fun s => (hgen s).symm.trans (hG (A s))⟩
```

## Transposed matrix units agree on two sites but not on three

The matrix units for \(D=2\) provide a concrete spanning family.

```lean
/-- The four matrix units of bond dimension two, labelled by row and column. -/
def matrixUnits (p : Fin 2 × Fin 2) : Matrix (Fin 2) (Fin 2) ℂ :=
  Matrix.single p.1 p.2 1
```

Spanning is checked by writing a matrix as the sum of its four entries times the corresponding units.

```lean
/-- The matrix units of bond dimension two form an injective family. -/
theorem matrixUnits_injective : IsInjective matrixUnits := by
  refine eq_top_iff.2 fun X _ => ?_
  have hX : X = X 0 0 • matrixUnits (0, 0) + X 0 1 • matrixUnits (0, 1)
      + X 1 0 • matrixUnits (1, 0) + X 1 1 • matrixUnits (1, 1) := by
    ext i j
    fin_cases i <;> fin_cases j <;> simp [matrixUnits]
  have hm : ∀ (c : ℂ) p, c • matrixUnits p ∈ Submodule.span ℂ (Set.range matrixUnits) :=
    fun c p => Submodule.smul_mem _ c (Submodule.subset_span ⟨p, rfl⟩)
  rw [hX]
  exact add_mem (add_mem (add_mem (hm _ _) (hm _ _)) (hm _ _)) (hm _ _)
```

Transposing every matrix reverses the order inside the trace. Two factors do not notice this, since \(\mathrm{Tr}(XY)=\mathrm{Tr}(YX)\). Three factors can: \(\mathrm{Tr}(E_{00}E_{01}E_{10})=1\), while the transposed family gives \(\mathrm{Tr}(E_{00}E_{10}E_{01})=0\). In the normalised three-site state, which has eight nonzero amplitudes of equal size, the value 1 becomes \(1/(2\sqrt2)\). By gauge invariance no \(G\) can relate the two families.

```lean
/-- Two-site amplitudes alone do not suffice: the matrix units and their transposes agree on
all rings of two sites, yet no gauge transformation relates them. -/
theorem two_sites_insufficient :
    (∀ s t, amplitude matrixUnits [s, t] = amplitude (fun p => (matrixUnits p)ᵀ) [s, t]) ∧
    ¬ ∃ G, (fun p => (matrixUnits p)ᵀ) = gaugeTransform G matrixUnits := by
  constructor
  · intro s t
    simp only [amplitude, List.map_cons, List.map_nil, List.prod_cons, List.prod_nil, mul_one]
    rw [← Matrix.transpose_mul, Matrix.trace_transpose]
    exact Matrix.trace_mul_comm _ _
  · rintro ⟨G, hG⟩
    -- a three-site amplitude tells the two families apart
    have h := amplitude_gaugeTransform G matrixUnits [(0, 0), (0, 1), (1, 0)]
    rw [← hG] at h
    simp [amplitude, matrixUnits, Matrix.trace] at h

end

end InjectiveMPS
```

```lean
#print axioms InjectiveMPS.fundamental_theorem
#print axioms InjectiveMPS.matrixUnits_injective
#print axioms InjectiveMPS.two_sites_insufficient
```

```
'InjectiveMPS.fundamental_theorem' depends on axioms: [propext, Classical.choice, Quot.sound]
'InjectiveMPS.matrixUnits_injective' depends on axioms: [propext, Classical.choice, Quot.sound]
'InjectiveMPS.two_sites_insufficient' depends on axioms: [propext, Classical.choice, Quot.sound]
```
